# The Tsirelson-Landau-Masanes inequality for Bell correlators, with its converse for two qubits

Observables are complex matrices whose rows and columns are labelled by a finite set `n`, and a state is a vector $\psi$ of complex amplitudes with the same labels. The settings $x$ and $y$ of the two parties take the values 0 and 1, the elements of `Fin 2`.

```lean
import Mathlib

open Matrix
open scoped Kronecker

namespace TsirelsonLandauMasanes

noncomputable section

variable {n : Type*} [Fintype n] [DecidableEq n]
```

The expectation value of $M$ is $\langle M\rangle=\psi^\dagger M\psi$. It is defined as a complex number, so the reality of a correlator has to be proved.

```lean
/-- The expectation value of the matrix `M` in the state `ψ`. -/
def expectation (ψ : n → ℂ) (M : Matrix n n ℂ) : ℂ := star ψ ⬝ᵥ (M *ᵥ ψ)
```

One party measures $A_0$ or $A_1$, the other $B_0$ or $B_1$. Each matrix is Hermitian with square one, so its possible outcomes are $\pm1$. Each $A_x$ commutes with each $B_y$, which expresses that the two measurements are compatible, as they are for separate subsystems. No tensor-product structure is assumed. The state is pure and normalised; mixed states and infinite dimension are not treated.

```lean
/-- Two observables with outcomes `±1` on each side of a Bell experiment, those of one side
commuting with those of the other, and a normalised state. -/
structure IsBellModel (A B : Fin 2 → Matrix n n ℂ) (ψ : n → ℂ) : Prop where
  hermA : ∀ x, (A x).IsHermitian
  hermB : ∀ y, (B y).IsHermitian
  sqA : ∀ x, A x * A x = 1
  sqB : ∀ y, B y * B y = 1
  comm : ∀ x y, A x * B y = B y * A x
  unit : star ψ ⬝ᵥ ψ = 1
```

The correlators are the four expectation values $\langle A_xB_y\rangle$. For a real table $c_{xy}$, written `c x y`, set
$$R_y=\sqrt{(1-c_{0y}^2)(1-c_{1y}^2)}.$$
The inequality is $|c_{00}c_{10}-c_{01}c_{11}|\le R_0+R_1$. For entries in $[-1,1]$ the numbers under the roots are not negative; for other tables Lean takes the square root of a negative number to be 0.

```lean
/-- The Tsirelson-Landau-Masanes inequality for a table of four correlators. -/
def TLMBound (c : Fin 2 → Fin 2 → ℝ) : Prop :=
  |c 0 0 * c 1 0 - c 0 1 * c 1 1| ≤
    Real.sqrt ((1 - c 0 0 ^ 2) * (1 - c 1 0 ^ 2)) + Real.sqrt ((1 - c 0 1 ^ 2) * (1 - c 1 1 ^ 2))
```

## Three unit vectors and their overlaps

The inner product $\langle u,v\rangle$ is conjugate-linear in its first argument. Since a real part is no larger than the modulus, Cauchy-Schwarz gives
$$(\mathrm{Re}\langle u,v\rangle)^2\le|\langle u,v\rangle|^2\le\langle u,u\rangle\langle v,v\rangle.$$

```lean
/-- The Cauchy-Schwarz inequality for the real part of the overlap of two state vectors. -/
theorem re_inner_sq_le {E : Type*} [NormedAddCommGroup E] [InnerProductSpace ℂ E] (x y : E) :
    (inner ℂ x y).re ^ 2 ≤ (inner ℂ x x).re * (inner ℂ y y).re := by
  have hn : ∀ z : E, (inner ℂ z z).re = ‖z‖ ^ 2 := fun z => inner_self_eq_norm_sq (𝕜 := ℂ) z
  have h := pow_le_pow_left₀ (abs_nonneg _)
    ((Complex.abs_re_le_norm _).trans (norm_inner_le_norm (𝕜 := ℂ) x y)) 2
  rw [sq_abs, mul_pow] at h
  rw [hn, hn]
  exact h
```

Let $a,a',b$ be unit vectors, with $s=\mathrm{Re}\langle a,b\rangle$ and $t=\mathrm{Re}\langle a',b\rangle$. Subtracting multiples of $b$ gives
$$\mathrm{Re}\langle a-sb,\,a'-tb\rangle=\mathrm{Re}\langle a,a'\rangle-ts-st+st=\mathrm{Re}\langle a,a'\rangle-st,$$
and in the same way $\|a-sb\|^2=1-s^2$ and $\|a'-tb\|^2=1-t^2$. The previous inequality, applied to the two differences, becomes
$$|\mathrm{Re}\langle a,a'\rangle-st|\le\sqrt{(1-s^2)(1-t^2)}.$$
In the proof, `key` is the general expansion, and it is used three times: for the overlap and for the two norms.

```lean
/-- For three unit vectors, the real part of the overlap of two of them is confined to an interval
fixed by the real parts of their overlaps with the third. -/
theorem overlap_bound {E : Type*} [NormedAddCommGroup E] [InnerProductSpace ℂ E] (a a' b : E)
    (ha : inner ℂ a a = 1) (ha' : inner ℂ a' a' = 1) (hb : inner ℂ b b = 1) :
    |(inner ℂ a a').re - (inner ℂ a b).re * (inner ℂ a' b).re| ≤
      Real.sqrt ((1 - (inner ℂ a b).re ^ 2) * (1 - (inner ℂ a' b).re ^ 2)) := by
  have hsym : ∀ v : E, (inner ℂ b v).re = (inner ℂ v b).re := fun v => by
    rw [← inner_conj_symm b v, Complex.conj_re]
  -- overlaps after subtracting multiples of `b`
  have key : ∀ (u v : E) (s t : ℝ), (inner ℂ (u - (s : ℂ) • b) (v - (t : ℂ) • b)).re =
      (inner ℂ u v).re - t * (inner ℂ u b).re - s * (inner ℂ v b).re + s * t := by
    intro u v s t
    simp only [inner_sub_left, inner_sub_right, inner_smul_left, inner_smul_right, hb,
      Complex.conj_ofReal, Complex.sub_re, Complex.re_ofReal_mul, mul_one, Complex.ofReal_re,
      hsym v]
    ring
  have h := re_inner_sq_le (a - ((inner ℂ a b).re : ℂ) • b) (a' - ((inner ℂ a' b).re : ℂ) • b)
  rw [key, key, key, ha, ha', Complex.one_re] at h
  apply Real.abs_le_sqrt
  nlinarith [h]
```

## From correlators to overlaps

For Hermitian $A$,
$$\psi^\dagger AB\psi=(A\psi)^\dagger(B\psi)=\langle A\psi,B\psi\rangle.$$
In the code, `WithLp.toLp 2` regards a list of amplitudes as a vector with the usual Euclidean inner product.

```lean
omit [DecidableEq n] in
/-- The expectation value of a product `A B` with `A` Hermitian is the overlap of the vectors
`A ψ` and `B ψ`. -/
theorem expectation_mul {A : Matrix n n ℂ} (hA : A.IsHermitian) (B : Matrix n n ℂ) (ψ : n → ℂ) :
    expectation ψ (A * B) = inner ℂ (WithLp.toLp 2 (A *ᵥ ψ)) (WithLp.toLp 2 (B *ᵥ ψ)) := by
  rw [EuclideanSpace.inner_toLp_toLp, dotProduct_comm, expectation, Matrix.star_mulVec, hA.eq,
    ← Matrix.mulVec_mulVec, Matrix.dotProduct_mulVec (star ψ) A]
```

Taking $B=A$ with $A^2=1$ shows that $A\psi$ is again a unit vector: $\langle A\psi,A\psi\rangle=\psi^\dagger A^2\psi=\psi^\dagger\psi=1$.

```lean
/-- A Hermitian matrix with square one maps a normalised state to a normalised state. -/
theorem unit_image {A : Matrix n n ℂ} (hA : A.IsHermitian) (h2 : A * A = 1) {ψ : n → ℂ}
    (hψ : star ψ ⬝ᵥ ψ = 1) :
    inner ℂ (WithLp.toLp 2 (A *ᵥ ψ)) (WithLp.toLp 2 (A *ᵥ ψ)) = (1 : ℂ) := by
  rw [← expectation_mul hA, h2, expectation, Matrix.one_mulVec, hψ]
```

Commutation makes each correlator equal to its own conjugate:
$$\langle A_xB_y\rangle=\langle B_yA_x\rangle=\langle B_y\psi,A_x\psi\rangle=\overline{\langle A_x\psi,B_y\psi\rangle}=\overline{\langle A_xB_y\rangle}.$$
So $c_{xy}=\langle A_xB_y\rangle$ is real. Now put $g=\mathrm{Re}\langle A_0\psi,A_1\psi\rangle$. The three-vector bound with $b=B_y\psi$ says $|g-c_{0y}c_{1y}|\le R_y$ for both values of $y$, with the same $g$. Hence
$$|c_{00}c_{10}-c_{01}c_{11}|\le|c_{00}c_{10}-g|+|g-c_{01}c_{11}|\le R_0+R_1.$$
The theorem states both conclusions. Its proof splits the absolute values into linear inequalities, from which `linarith` eliminates $g$.

```lean
/-- In every Bell model the four correlators are real and obey the
Tsirelson-Landau-Masanes inequality. -/
theorem tsirelson_landau_masanes {A B : Fin 2 → Matrix n n ℂ} {ψ : n → ℂ}
    (hM : IsBellModel A B ψ) :
    (∀ x y, (expectation ψ (A x * B y)).im = 0) ∧
      TLMBound (fun x y => (expectation ψ (A x * B y)).re) := by
  have e := fun x y => expectation_mul (hM.hermA x) (B y) ψ
  constructor
  · intro x y
    -- commuting observables: the overlap equals its own conjugate
    have h := expectation_mul (hM.hermB y) (A x) ψ
    rw [← hM.comm, ← inner_conj_symm, ← e x y] at h
    exact Complex.conj_eq_iff_im.mp h.symm
  · have ua := fun x => unit_image (hM.hermA x) (hM.sqA x) hM.unit
    have ub := fun y => unit_image (hM.hermB y) (hM.sqB y) hM.unit
    have h0 := overlap_bound _ _ _ (ua 0) (ua 1) (ub 0)
    have h1 := overlap_bound _ _ _ (ua 0) (ua 1) (ub 1)
    unfold TLMBound
    simp only [e]
    -- both bounds constrain the same overlap of `A 0 ψ` and `A 1 ψ`
    rw [abs_le] at h0 h1 ⊢
    constructor <;> linarith [h0.1, h0.2, h1.1, h1.2]
```

A table of correlators that violates the inequality therefore cannot come from $\pm1$-valued observables, those of one party commuting with those of the other, in a pure state of finite dimension.

## Spin measurements on an entangled pair

For the converse, assign to each real vector $v=(v_0,v_1,v_2)$ the following matrix, which for a unit vector is the spin component along $v$ in units of $\hbar/2$:
$$\sigma(v)=\begin{pmatrix}v_2&v_0-iv_1\\v_0+iv_1&-v_2\end{pmatrix}.$$

```lean
/-- The combination of the three Pauli matrices with coefficients `v`. For a unit vector `v` it is
the spin component along `v`, in units of `ħ/2`. -/
def pauli (v : Fin 3 → ℝ) : Matrix (Fin 2) (Fin 2) ℂ :=
  !![(v 2 : ℂ), (v 0 : ℂ) - (v 1 : ℂ) * Complex.I;
     (v 0 : ℂ) + (v 1 : ℂ) * Complex.I, -(v 2 : ℂ)]
```

The state is $\Phi=(|00\rangle+|11\rangle)/\sqrt2$, with amplitudes labelled by pairs in `Fin 2 × Fin 2`.

```lean
/-- The maximally entangled state `(|00⟩ + |11⟩)/√2` of two qubits. -/
def bellState : Fin 2 × Fin 2 → ℂ :=
  fun p => if p.1 = p.2 then (((Real.sqrt 2)⁻¹ : ℝ) : ℂ) else 0
```

The diagonal entries of $\sigma(v)$ are real and the off-diagonal ones are conjugate to each other, so the matrix is Hermitian.

```lean
/-- The matrix `pauli v` is Hermitian for every real vector `v`. -/
theorem pauli_isHermitian (v : Fin 3 → ℝ) : (pauli v).IsHermitian := by
  refine Matrix.IsHermitian.ext fun i j => ?_
  fin_cases i <;> fin_cases j <;> apply Complex.ext <;> simp [pauli]
```

In $\sigma(v)^2$ the off-diagonal entries cancel, and each diagonal entry is $v_2^2+(v_0-iv_1)(v_0+iv_1)=v\cdot v$, which is 1 for a unit vector.

```lean
/-- The spin component along a unit vector squares to one. -/
theorem pauli_sq {v : Fin 3 → ℝ} (h : v ⬝ᵥ v = 1) : pauli v * pauli v = 1 := by
  have hc : (v 0 : ℂ) * v 0 + (v 1 : ℂ) * v 1 + (v 2 : ℂ) * v 2 = 1 := by
    simp only [dotProduct, Fin.sum_univ_three] at h
    exact_mod_cast h
  ext i j
  fin_cases i <;> fin_cases j <;> simp [pauli, Matrix.mul_apply, Fin.sum_univ_two]
  all_goals first
    | ring1
    | linear_combination hc - (v 1 : ℂ) ^ 2 * Complex.I_sq
```

The amplitude of $\Phi$ enters only through its square, $(1/\sqrt2)^2=1/2$.

```lean
/-- The amplitude `1/√2` has square one half. -/
theorem amplitude_sq : (((Real.sqrt 2)⁻¹ : ℝ) : ℂ) ^ 2 = 1 / 2 := by
  rw [← Complex.ofReal_pow, inv_pow, Real.sq_sqrt (by norm_num)]
  norm_num
```

For unit vectors $a_x$ and $b_y$, set $A_x=\sigma(a_x)\otimes1$ and $B_y=1\otimes\sigma(b_y)^T$. Both are Hermitian and square to one, because transposition preserves these properties. In either order their product is $\sigma(a_x)\otimes\sigma(b_y)^T$, so they commute. The squared norm of $\Phi$ is $\tfrac12+\tfrac12=1$.

```lean
/-- Spin components along unit vectors `a x` on one qubit, and transposed spin components along
unit vectors `b y` on the other, form a Bell model with the maximally entangled state. -/
theorem isBellModel_witness {a b : Fin 2 → Fin 3 → ℝ} (ha : ∀ x, a x ⬝ᵥ a x = 1)
    (hb : ∀ y, b y ⬝ᵥ b y = 1) :
    IsBellModel (fun x => pauli (a x) ⊗ₖ (1 : Matrix (Fin 2) (Fin 2) ℂ))
      (fun y => (1 : Matrix (Fin 2) (Fin 2) ℂ) ⊗ₖ (pauli (b y))ᵀ) bellState where
  hermA x := by
    rw [Matrix.IsHermitian, Matrix.conjTranspose_kronecker, (pauli_isHermitian _).eq,
      Matrix.conjTranspose_one]
  hermB y := by
    rw [Matrix.IsHermitian, Matrix.conjTranspose_kronecker, (pauli_isHermitian _).transpose.eq,
      Matrix.conjTranspose_one]
  sqA x := by
    rw [← Matrix.mul_kronecker_mul, pauli_sq (ha x), one_mul, Matrix.one_kronecker_one]
  sqB y := by
    rw [← Matrix.mul_kronecker_mul, ← Matrix.transpose_mul, pauli_sq (hb y), one_mul,
      Matrix.transpose_one, Matrix.one_kronecker_one]
  comm x y := by simp only [← Matrix.mul_kronecker_mul, one_mul, mul_one]
  unit := by
    have hr := amplitude_sq
    unfold bellState
    generalize (Real.sqrt 2)⁻¹ = r at hr ⊢
    simp [dotProduct, Fintype.sum_prod_type]
    linear_combination 2 * hr
```

For real vectors $a$ and $b$,
$$\langle\sigma(a)\otimes\sigma(b)^T\rangle=\tfrac12\sum_{i,j}\sigma(a)_{ij}\,\sigma(b)_{ji}=\tfrac12\,\mathrm{tr}\,\sigma(a)\sigma(b)=a\cdot b.$$
For a unit vector $b$, the matrix $\sigma(b)^T$ is the spin component along the mirrored direction, obtained from $b$ by reversing the sign of its middle component. Without the transpose, the product of the middle components of $a$ and $b$ would enter with the opposite sign. The Lean proof expands the finite sums and then uses $i^2=-1$ and the squared amplitude.

```lean
/-- In the maximally entangled state the expectation value of the product of `pauli a` on one qubit
and the transpose of `pauli b` on the other is the scalar product of `a` and `b`. -/
theorem spin_correlator (a b : Fin 3 → ℝ) :
    expectation bellState ((pauli a ⊗ₖ (1 : Matrix (Fin 2) (Fin 2) ℂ)) *
      ((1 : Matrix (Fin 2) (Fin 2) ℂ) ⊗ₖ (pauli b)ᵀ)) = ((a ⬝ᵥ b : ℝ) : ℂ) := by
  have hr := amplitude_sq
  rw [← Matrix.mul_kronecker_mul, one_mul, mul_one]
  unfold expectation bellState
  generalize (Real.sqrt 2)⁻¹ = r at hr ⊢
  simp [dotProduct, Matrix.mulVec, Fintype.sum_prod_type, Fin.sum_univ_two, Fin.sum_univ_three,
    pauli, Matrix.kroneckerMap_apply]
  linear_combination 2 * ((a 0 : ℂ) * b 0 + (a 1 : ℂ) * b 1 + (a 2 : ℂ) * b 2) * hr
    - 2 * (r : ℂ) ^ 2 * a 1 * b 1 * Complex.I_sq
```

## Directions with prescribed scalar products

Suppose $g^2+h^2=1$ and $p^2\le1$. We want a unit vector $(p,y,z)$, where $y$ and $z$ are now components, whose scalar product with $(1,0,0)$ is $p$ and with $(g,h,0)$ is $q$. This requires $gp+hy=q$. The compatibility condition can be rearranged:
$$(g-pq)^2\le(1-p^2)(1-q^2)\iff(q-gp)^2\le(1-p^2)h^2.$$
If $h\ne0$, take $y=(q-gp)/h$; then $y^2\le1-p^2$, and $z=\sqrt{1-p^2-y^2}$. If $h=0$, the condition forces $q=gp$, and $y=0$, $z=\sqrt{1-p^2}$ will do.

```lean
/-- A unit vector with prescribed scalar products `p` and `q` with the unit vectors `(1, 0, 0)`
and `(g, h, 0)` exists when the three scalar products are compatible. -/
theorem exists_direction {g h p q : ℝ} (hgh : g ^ 2 + h ^ 2 = 1) (hp : p ^ 2 ≤ 1)
    (hq : (g - p * q) ^ 2 ≤ (1 - p ^ 2) * (1 - q ^ 2)) :
    ∃ y z : ℝ, p ^ 2 + y ^ 2 + z ^ 2 = 1 ∧ g * p + h * y = q := by
  have hd : (q - g * p) ^ 2 ≤ (1 - p ^ 2) * h ^ 2 := by
    have e : h ^ 2 = 1 - g ^ 2 := by linarith
    rw [e]
    nlinarith [hq]
  by_cases h0 : h = 0
  · rw [h0] at hd
    have hz : q - g * p = 0 :=
      (pow_eq_zero_iff two_ne_zero).mp (le_antisymm (by linarith) (sq_nonneg _))
    exact ⟨0, Real.sqrt (1 - p ^ 2), by rw [Real.sq_sqrt (by linarith)]; ring,
      by rw [h0]; linarith⟩
  · have h0' : h ≠ 0 := h0
    have hy : ((q - g * p) / h) ^ 2 ≤ 1 - p ^ 2 := by
      rw [div_pow, div_le_iff₀ (by positivity)]
      exact hd
    have hm : h * ((q - g * p) / h) = q - g * p := by field_simp
    exact ⟨(q - g * p) / h, Real.sqrt (1 - p ^ 2 - ((q - g * p) / h) ^ 2),
      by rw [Real.sq_sqrt (by linarith)]; ring, by linarith⟩
```

Now let $|c_{xy}|\le1$ and let the inequality hold. It says that the intervals $[c_{0y}c_{1y}-R_y,\;c_{0y}c_{1y}+R_y]$ for $y=0$ and $y=1$ meet, and the larger of their lower ends is a common point $g$. Since $R_0\le1-\tfrac12(c_{00}^2+c_{10}^2)$,
$$-1+\tfrac12(c_{00}+c_{10})^2\le g\le1-\tfrac12(c_{00}-c_{10})^2,$$
so $|g|\le1$ and $h=\sqrt{1-g^2}$ satisfies $g^2+h^2=1$. Take $a_0=(1,0,0)$ and $a_1=(g,h,0)$. The preceding construction with $p=c_{0y}$ and $q=c_{1y}$ supplies $b_y=(c_{0y},u_y,v_y)$, and then $a_x\cdot b_y=c_{xy}$.

```lean
/-- Four numbers in `[-1, 1]` obeying the Tsirelson-Landau-Masanes inequality are the scalar
products of two pairs of unit vectors in three-dimensional space. -/
theorem exists_directions {c : Fin 2 → Fin 2 → ℝ} (h1 : ∀ x y, |c x y| ≤ 1) (h : TLMBound c) :
    ∃ a b : Fin 2 → Fin 3 → ℝ, (∀ x, a x ⬝ᵥ a x = 1) ∧ (∀ y, b y ⬝ᵥ b y = 1) ∧
      ∀ x y, a x ⬝ᵥ b y = c x y := by
  have hs : ∀ x y, c x y ^ 2 ≤ 1 := fun x y => (sq_le_one_iff_abs_le_one _).mpr (h1 x y)
  -- the two intervals allowed for the overlap `g` intersect
  obtain ⟨g, hg⟩ : ∃ g : ℝ, ∀ y, |g - c 0 y * c 1 y| ≤
      Real.sqrt ((1 - c 0 y ^ 2) * (1 - c 1 y ^ 2)) := by
    unfold TLMBound at h
    have p0 := Real.sqrt_nonneg ((1 - c 0 0 ^ 2) * (1 - c 1 0 ^ 2))
    have p1 := Real.sqrt_nonneg ((1 - c 0 1 ^ 2) * (1 - c 1 1 ^ 2))
    rw [abs_le] at h
    refine ⟨max (c 0 0 * c 1 0 - Real.sqrt ((1 - c 0 0 ^ 2) * (1 - c 1 0 ^ 2)))
      (c 0 1 * c 1 1 - Real.sqrt ((1 - c 0 1 ^ 2) * (1 - c 1 1 ^ 2))),
      Fin.forall_fin_two.mpr ⟨?_, ?_⟩⟩
    · exact abs_le.mpr ⟨by linarith [le_max_left (c 0 0 * c 1 0 -
        Real.sqrt ((1 - c 0 0 ^ 2) * (1 - c 1 0 ^ 2))) (c 0 1 * c 1 1 -
        Real.sqrt ((1 - c 0 1 ^ 2) * (1 - c 1 1 ^ 2)))],
        sub_le_iff_le_add.mpr (max_le (by linarith) (by linarith [h.1]))⟩
    · exact abs_le.mpr ⟨by linarith [le_max_right (c 0 0 * c 1 0 -
        Real.sqrt ((1 - c 0 0 ^ 2) * (1 - c 1 0 ^ 2))) (c 0 1 * c 1 1 -
        Real.sqrt ((1 - c 0 1 ^ 2) * (1 - c 1 1 ^ 2)))],
        sub_le_iff_le_add.mpr (max_le (by linarith [h.2]) (by linarith))⟩
  have hg1 : g ^ 2 ≤ 1 := by
    have hm : Real.sqrt ((1 - c 0 0 ^ 2) * (1 - c 1 0 ^ 2)) ≤ (2 - c 0 0 ^ 2 - c 1 0 ^ 2) / 2 :=
      Real.sqrt_le_iff.mpr ⟨by linarith [hs 0 0, hs 1 0],
        by nlinarith [sq_nonneg (c 0 0 ^ 2 - c 1 0 ^ 2)]⟩
    have h0 := abs_le.mp (hg 0)
    exact (sq_le_one_iff_abs_le_one _).mpr (abs_le.mpr
      ⟨by nlinarith [h0.1, sq_nonneg (c 0 0 + c 1 0)],
        by nlinarith [h0.2, sq_nonneg (c 0 0 - c 1 0)]⟩)
  have hgh : g ^ 2 + Real.sqrt (1 - g ^ 2) ^ 2 = 1 := by
    rw [Real.sq_sqrt (by linarith)]; ring
  have hq : ∀ y, (g - c 0 y * c 1 y) ^ 2 ≤ (1 - c 0 y ^ 2) * (1 - c 1 y ^ 2) := fun y => by
    have h2 := pow_le_pow_left₀ (abs_nonneg _) (hg y) 2
    rwa [sq_abs, Real.sq_sqrt (mul_nonneg (by linarith [hs 0 y]) (by linarith [hs 1 y]))] at h2
  choose u v huv hu using fun y => exists_direction hgh (hs 0 y) (hq y)
  refine ⟨![![1, 0, 0], ![g, Real.sqrt (1 - g ^ 2), 0]], fun y => ![c 0 y, u y, v y],
    Fin.forall_fin_two.mpr ⟨?_, ?_⟩, fun y => ?_, Fin.forall_fin_two.mpr ⟨fun y => ?_, fun y => ?_⟩⟩
  · simp [dotProduct, Fin.sum_univ_three]
  · generalize Real.sqrt (1 - g ^ 2) = k at hgh ⊢
    simp [dotProduct, Fin.sum_univ_three]
    linarith
  · have := huv y
    simp [dotProduct, Fin.sum_univ_three]
    linarith
  · simp [dotProduct, Fin.sum_univ_three]
  · have := hu y
    simp [dotProduct, Fin.sum_univ_three]
    linarith
```

## The exact set of two-qubit correlators

Given a model on the four-dimensional space of two qubits, Cauchy-Schwarz for the unit vectors $A_x\psi$ and $B_y\psi$ gives $|c_{xy}|\le1$, and the forward theorem gives the inequality. Conversely, the observables $\sigma(a_x)\otimes1$ and $1\otimes\sigma(b_y)^T$ built from the vectors just found reproduce the table in the state $\Phi$.

The equivalence allows any $4\times4$ observables that satisfy `IsBellModel`, while the model built for the converse acts locally on each qubit. The range condition is needed as well: the table with all four entries equal to 2 satisfies `TLMBound`, but its entries are not correlators.

```lean
/-- Four real numbers are the correlators of a Bell model on two qubits exactly when they lie in
`[-1, 1]` and obey the Tsirelson-Landau-Masanes inequality. -/
theorem two_qubit_correlators_iff (c : Fin 2 → Fin 2 → ℝ) :
    (∃ (A B : Fin 2 → Matrix (Fin 2 × Fin 2) (Fin 2 × Fin 2) ℂ) (ψ : Fin 2 × Fin 2 → ℂ),
      IsBellModel A B ψ ∧ ∀ x y, expectation ψ (A x * B y) = (c x y : ℂ)) ↔
    (∀ x y, |c x y| ≤ 1) ∧ TLMBound c := by
  constructor
  · rintro ⟨A, B, ψ, hM, hc⟩
    refine ⟨fun x y => ?_, ?_⟩
    · have h := re_inner_sq_le (WithLp.toLp 2 (A x *ᵥ ψ)) (WithLp.toLp 2 (B y *ᵥ ψ))
      rw [unit_image (hM.hermA x) (hM.sqA x) hM.unit, unit_image (hM.hermB y) (hM.sqB y) hM.unit,
        ← expectation_mul (hM.hermA x), hc, Complex.ofReal_re, Complex.one_re, mul_one] at h
      exact (sq_le_one_iff_abs_le_one _).mp h
    · simpa only [hc, Complex.ofReal_re] using (tsirelson_landau_masanes hM).2
  · rintro ⟨h1, h⟩
    obtain ⟨a, b, ha, hb, hab⟩ := exists_directions h1 h
    exact ⟨_, _, _, isBellModel_witness ha hb, fun x y => by rw [spin_correlator, hab]⟩

end

end TsirelsonLandauMasanes
```

```lean
#print axioms TsirelsonLandauMasanes.two_qubit_correlators_iff
```

```
'TsirelsonLandauMasanes.two_qubit_correlators_iff' depends on axioms: [propext, Classical.choice, Quot.sound]
```
